# As the threshold \(\tau\) tends to zero, the number of significant overlaps per function in a chain of Gaussians \(e^{-a(x-k)^2}\), one at each integer \(k\), grows as \(2\sqrt{2/a}\,\sqrt{\ln(1/\tau)}\)

## Why does a millionfold tighter threshold add so few partners?

Put an s-type Gaussian \(e^{-a(x-k)^2}\) at every integer \(k\), all with the same exponent \(a>0\). I call the function at \(k\) a significant partner of the one at the origin if their normalised overlap is at least \(\tau\), and I count the origin itself.

With \(a=0.5\) I find 15 partners at \(\tau=10^{-6}\). I expected \(\tau=10^{-12}\) to give a far longer list, but it has only 21. If I keep \(\tau=10^{-6}\) and make the exponent four times smaller, I get 29. Is there a simple law behind these numbers, and does it say which of the two changes I should worry about?

## The count follows a screening radius

Lengths are in units of the spacing: for a physical exponent \(\alpha\) and spacing \(d\), \(a=\alpha d^2\). Write \(S(R)\) for the normalised overlap of two functions at displacement \(R\), \(n_a(\tau)\) for the number of integers \(k\) with \(S(k)\ge\tau\), and \(\lfloor r\rfloor\) for the largest integer not above \(r\).

There is a simple law. The count is set by a radius proportional to \(\sqrt{\ln(1/\tau)/a}\), so the threshold enters through its logarithm and the exponent enters directly.

**Overlap.** Completing the square gives

\[
-ax^2-a(x-R)^2=-2a\left(x-\tfrac R2\right)^2-\tfrac{aR^2}{2}.
\]

The product of the two functions is therefore a Gaussian at the midpoint times a constant, and its integral is \(e^{-aR^2/2}\sqrt{\pi/(2a)}\). The self-overlap is the case \(R=0\), namely \(\sqrt{\pi/(2a)}\). Dividing,

\[
S(R)=e^{-aR^2/2}.
\]

**Radius.** For \(0<\tau\le1\), taking logarithms turns \(S(R)\ge\tau\) into \(aR^2/2\le\ln(1/\tau)\), that is,

\[
|R|\le r,\qquad r=\sqrt{\frac{2\ln(1/\tau)}{a}}.
\]

**Count.** The integers in \([-r,r]\) are \(-\lfloor r\rfloor,\dots,\lfloor r\rfloor\), so \(n_a(\tau)=2\lfloor r\rfloor+1\). Since \(r-1<\lfloor r\rfloor\le r\), we have \(-1<n_a(\tau)-2r\le1\), and hence

\[
\left|n_a(\tau)-2\sqrt{2/a}\,\sqrt{\ln(1/\tau)}\right|\le1 .
\]

**Limit.** For \(\tau<1\), divide by \(\sqrt{\ln(1/\tau)}\). This root tends to infinity as \(\tau\to0^+\), so the error of at most one disappears:

\[
\frac{n_a(\tau)}{\sqrt{\ln(1/\tau)}}\to2\sqrt{2/a}.
\]

**Your two changes.** Because \(\ln(1/\tau^p)=p\ln(1/\tau)\), for fixed \(p>0\)

\[
\frac{n_a(\tau^p)}{n_a(\tau)}=\sqrt p\;\frac{n_a(\tau^p)/\sqrt{\ln(1/\tau^p)}}{n_a(\tau)/\sqrt{\ln(1/\tau)}}\to\sqrt p .
\]

For two fixed exponents \(a,b>0\) at a common threshold, the logarithms cancel and

\[
\frac{n_b(\tau)}{n_a(\tau)}\to\frac{2\sqrt{2/b}}{2\sqrt{2/a}}=\sqrt{a/b}.
\]

Going from \(10^{-6}\) to \(10^{-12}\) is \(p=2\), with limiting factor \(\sqrt2\approx1.41\); your lists give \(21/15=1.4\). Quartering the exponent has limiting factor 2; your lists give \(29/15\approx1.93\). In these limits, squaring a small threshold costs as much as halving the exponent. Of your two changes, quartering the exponent therefore lengthens the list more.

## What the Lean definitions and theorems say

`orbital a c x` is the unnormalised Gaussian with centre `c`. The normalised function carries a prefactor \((2a/\pi)^{1/4}\). `overlap a R` divides the overlap integral by the self-overlap, which gives the same value as normalising both functions first, since their exponents are equal. The exponential formula is thus derived from the integrals. The argument `R` is a signed real displacement.

`partnerCount a τ` is \(n_a(\tau)\), the cardinality of a set of integers. `cutoff a τ` is the radius \(r\), a distance and not an energy cutoff. The theorems state the following:

- `overlap_eq`: the formula for \(S(R)\), for every \(a>0\) and real \(R\).
- `significant_iff`, `partnerCount_eq` and `partnerCount_error`: the radius criterion, the exact count and the error bound, for \(a>0\) and \(0<\tau\le1\). At \(\tau=1\) the radius is zero and the count is one.
- `partnerCount_asymptotics`: the limit, where `𝓝[>] 0` means that \(\tau\) approaches zero from above.
- `tighter_threshold_cost` and `diffuse_function_cost`: the two limiting ratios.

The condition \(\tau\le1\) matters for the exact count. At \(\tau=2\) no centre qualifies, because no overlap exceeds 1, so the count is 0. Lean sets the square root of a negative number to zero, and \(2\lfloor r\rfloor+1\) would then give 1. Positivity of \(\tau\) alone is therefore not enough.

The hypotheses leave open the step from an infinite line with one exponent to a three-dimensional molecular basis with mixed exponents. In particular, `diffuse_function_cost` compares two chains in which every function has been changed; it does not add diffuse functions beside compact ones.

```lean
import Mathlib

open Filter Topology MeasureTheory

namespace GaussianChainScreening

noncomputable section

/-- The unnormalised s-type Gaussian with exponent `a` centred at `c` on a line. -/
def orbital (a c x : ℝ) : ℝ := Real.exp (-a * (x - c) ^ 2)

/-- The overlap integral of two Gaussians of exponent `a` at signed displacement `R`, divided by the
self-overlap; the domain is `a > 0`. -/
def overlap (a R : ℝ) : ℝ :=
  (∫ x : ℝ, orbital a 0 x * orbital a R x) / (∫ x : ℝ, orbital a 0 x * orbital a 0 x)

/-- The number of centres `k` of the unit-spaced chain whose normalised overlap with the Gaussian at
the origin is at least `τ`, the origin itself included; the domain is `a > 0`, `τ > 0`. -/
def partnerCount (a τ : ℝ) : ℕ := Set.ncard {k : ℤ | τ ≤ overlap a (k : ℝ)}

/-- The screening radius `√(2 ln(1/τ)/a)`, for `a > 0` and `0 < τ ≤ 1`. -/
def cutoff (a τ : ℝ) : ℝ := Real.sqrt (2 * Real.log (1 / τ) / a)

/-- For `a > 0` the normalised overlap of two Gaussians of exponent `a` at signed displacement `R`
is `exp(-a R²/2)`. -/
theorem overlap_eq {a : ℝ} (ha : 0 < a) (R : ℝ) :
    overlap a R = Real.exp (-a * R ^ 2 / 2) := by
  have key : ∀ S : ℝ, ∫ x : ℝ, orbital a 0 x * orbital a S x
      = Real.exp (-a * S ^ 2 / 2) * Real.sqrt (Real.pi / (2 * a)) := by
    intro S
    -- Gaussian product rule: the product is a Gaussian centred at the midpoint
    have h : ∀ x : ℝ, orbital a 0 x * orbital a S x
        = Real.exp (-a * S ^ 2 / 2) * Real.exp (-(2 * a) * (x - S / 2) ^ 2) := by
      intro x
      simp only [orbital]
      rw [← Real.exp_add, ← Real.exp_add]
      congr 1
      ring
    have hshift : ∫ x : ℝ, Real.exp (-(2 * a) * (x - S / 2) ^ 2)
        = ∫ x : ℝ, Real.exp (-(2 * a) * x ^ 2) :=
      integral_sub_right_eq_self (fun x : ℝ => Real.exp (-(2 * a) * x ^ 2)) (S / 2)
    simp only [h]
    rw [integral_const_mul, hshift, integral_gaussian]
  have hs : Real.sqrt (Real.pi / (2 * a)) ≠ 0 :=
    (Real.sqrt_pos.2 (div_pos Real.pi_pos (by linarith))).ne'
  have h0 : Real.exp (-a * (0 : ℝ) ^ 2 / 2) = 1 := by simp
  unfold overlap
  rw [key R, key 0, h0, one_mul, mul_div_assoc, div_self hs, mul_one]

/-- For `a > 0` and `0 < τ ≤ 1`, two Gaussians of the same exponent `a` have normalised overlap at
least `τ` exactly when their distance `|R|` is at most the screening radius. -/
theorem significant_iff {a τ : ℝ} (ha : 0 < a) (h0 : 0 < τ) (h1 : τ ≤ 1) (R : ℝ) :
    τ ≤ overlap a R ↔ |R| ≤ cutoff a τ := by
  have hl : Real.log τ ≤ 0 := Real.log_nonpos h0.le h1
  have hn : 0 ≤ 2 * -Real.log τ / a := div_nonneg (by linarith) ha.le
  rw [overlap_eq ha, ← Real.log_le_iff_le_exp h0, cutoff, one_div, Real.log_inv]
  constructor
  · intro h
    apply Real.abs_le_sqrt
    rw [le_div_iff₀ ha]
    linarith
  · intro h
    have h2 : R ^ 2 ≤ 2 * -Real.log τ / a := by
      calc R ^ 2 = |R| ^ 2 := (sq_abs R).symm
        _ ≤ Real.sqrt (2 * -Real.log τ / a) ^ 2 := by gcongr
        _ = 2 * -Real.log τ / a := Real.sq_sqrt hn
    rw [le_div_iff₀ ha] at h2
    linarith

/-- For `a > 0` and `0 < τ ≤ 1` the number of significant partners is `2⌊r⌋ + 1`, with `r` the
screening radius. -/
theorem partnerCount_eq {a τ : ℝ} (ha : 0 < a) (h0 : 0 < τ) (h1 : τ ≤ 1) :
    partnerCount a τ = 2 * ⌊cutoff a τ⌋₊ + 1 := by
  have hc : 0 ≤ cutoff a τ := Real.sqrt_nonneg _
  -- the significant centres form a symmetric block of integers
  have hset : {k : ℤ | τ ≤ overlap a (k : ℝ)}
      = ↑(Finset.Icc (-(⌊cutoff a τ⌋₊ : ℤ)) (⌊cutoff a τ⌋₊ : ℤ)) := by
    ext k
    have hk : ((k.natAbs : ℕ) : ℝ) = |(k : ℝ)| := by
      rw [Nat.cast_natAbs, Int.cast_abs]
    simp only [Set.mem_ofPred_eq, Finset.coe_Icc, Set.mem_Icc]
    rw [significant_iff ha h0 h1, ← hk, ← Nat.le_floor_iff hc]
    omega
  rw [partnerCount, hset, Set.ncard_coe_finset, Int.card_Icc]
  omega

/-- For `a > 0` and `0 < τ ≤ 1` the number of significant partners differs from
`2 √(2/a) √(ln(1/τ))` by at most one. -/
theorem partnerCount_error {a τ : ℝ} (ha : 0 < a) (h0 : 0 < τ) (h1 : τ ≤ 1) :
    |(partnerCount a τ : ℝ) - 2 * Real.sqrt (2 / a) * Real.sqrt (Real.log (1 / τ))| ≤ 1 := by
  have hc : cutoff a τ = Real.sqrt (2 / a) * Real.sqrt (Real.log (1 / τ)) := by
    rw [cutoff, ← Real.sqrt_mul (by positivity)]
    congr 1
    ring
  have e : 2 * Real.sqrt (2 / a) * Real.sqrt (Real.log (1 / τ)) = 2 * cutoff a τ := by
    rw [hc]
    ring
  have hlo := Nat.floor_le (show 0 ≤ cutoff a τ from Real.sqrt_nonneg _)
  have hhi := Nat.lt_floor_add_one (cutoff a τ)
  rw [e, partnerCount_eq ha h0 h1, abs_le]
  push_cast
  constructor <;> linarith

/-- For `a > 0`, the number of significant partners divided by `√(ln(1/τ))` tends to
`2 √(2/a)` as the threshold `τ` decreases to zero. -/
theorem partnerCount_asymptotics {a : ℝ} (ha : 0 < a) :
    Tendsto (fun τ : ℝ => (partnerCount a τ : ℝ) / Real.sqrt (Real.log (1 / τ)))
      (𝓝[>] 0) (𝓝 (2 * Real.sqrt (2 / a))) := by
  have hL : Tendsto (fun τ : ℝ => Real.sqrt (Real.log (1 / τ))) (𝓝[>] 0) atTop := by
    simp only [one_div]
    exact Real.tendsto_sqrt_atTop.comp (Real.tendsto_log_atTop.comp tendsto_inv_nhdsGT_zero)
  rw [tendsto_iff_norm_sub_tendsto_zero]
  -- the counting error of at most one is divided by a diverging quantity
  refine squeeze_zero' (Eventually.of_forall fun τ => norm_nonneg _) ?_
    ((tendsto_const_nhds (x := (1 : ℝ))).div_atTop hL)
  filter_upwards [Ioo_mem_nhdsGT (zero_lt_one' ℝ)] with τ hτ
  have hs : 0 < Real.sqrt (Real.log (1 / τ)) :=
    Real.sqrt_pos.2 (Real.log_pos (one_lt_one_div hτ.1 hτ.2))
  have hb := partnerCount_error ha hτ.1 hτ.2.le
  have e : (partnerCount a τ : ℝ) / Real.sqrt (Real.log (1 / τ)) - 2 * Real.sqrt (2 / a)
      = ((partnerCount a τ : ℝ) - 2 * Real.sqrt (2 / a) * Real.sqrt (Real.log (1 / τ)))
        / Real.sqrt (Real.log (1 / τ)) := by
    rw [sub_div, mul_div_assoc, div_self hs.ne', mul_one]
  rw [e, Real.norm_eq_abs, abs_div, abs_of_pos hs]
  gcongr

/-- For `a > 0` and `p > 0`, changing the threshold from `τ` to `τ^p` multiplies the number of
significant partners by a factor that tends to `√p` as `τ` decreases to zero. -/
theorem tighter_threshold_cost {a p : ℝ} (ha : 0 < a) (hp : 0 < p) :
    Tendsto (fun τ : ℝ => (partnerCount a (τ ^ p) : ℝ) / (partnerCount a τ : ℝ))
      (𝓝[>] 0) (𝓝 (Real.sqrt p)) := by
  have hpow : Tendsto (fun τ : ℝ => τ ^ p) (𝓝[>] 0) (𝓝[>] 0) := by
    refine tendsto_nhdsWithin_iff.2 ⟨?_, ?_⟩
    · have h := (Real.continuousAt_rpow_const 0 p (Or.inr hp.le)).tendsto
      rw [Real.zero_rpow hp.ne'] at h
      exact h.mono_left nhdsWithin_le_nhds
    · filter_upwards [self_mem_nhdsWithin] with τ hτ
      exact Real.rpow_pos_of_pos hτ p
  have hq : 2 * Real.sqrt (2 / a) ≠ 0 := by positivity
  have h := (((partnerCount_asymptotics ha).comp hpow).div
    (partnerCount_asymptotics ha) hq).mul_const (Real.sqrt p)
  rw [div_self hq, one_mul] at h
  refine h.congr' ?_
  filter_upwards [Ioo_mem_nhdsGT (zero_lt_one' ℝ)] with τ hτ
  have hs : Real.sqrt (Real.log (1 / τ)) ≠ 0 :=
    (Real.sqrt_pos.2 (Real.log_pos (one_lt_one_div hτ.1 hτ.2))).ne'
  have hsp : Real.sqrt p ≠ 0 := (Real.sqrt_pos.2 hp).ne'
  have hn : (partnerCount a τ : ℝ) ≠ 0 := by
    rw [partnerCount_eq ha hτ.1 hτ.2.le]
    positivity
  -- the logarithm turns the power into a factor p
  have e : Real.sqrt (Real.log (1 / τ ^ p))
      = Real.sqrt p * Real.sqrt (Real.log (1 / τ)) := by
    rw [← Real.sqrt_mul hp.le]
    simp only [one_div, Real.log_inv, Real.log_rpow hτ.1, mul_neg]
  simp only [Pi.div_apply, Function.comp_apply]
  rw [e]
  field_simp

/-- For exponents `a, b > 0`, the ratio of the numbers of significant partners in the chains with
exponents `b` and `a` tends to `√(a/b)` as the common threshold decreases to zero. -/
theorem diffuse_function_cost {a b : ℝ} (ha : 0 < a) (hb : 0 < b) :
    Tendsto (fun τ : ℝ => (partnerCount b τ : ℝ) / (partnerCount a τ : ℝ))
      (𝓝[>] 0) (𝓝 (Real.sqrt (a / b))) := by
  have hq : 2 * Real.sqrt (2 / a) ≠ 0 := by positivity
  have h := (partnerCount_asymptotics hb).div (partnerCount_asymptotics ha) hq
  have e : 2 * Real.sqrt (2 / b) / (2 * Real.sqrt (2 / a)) = Real.sqrt (a / b) := by
    rw [mul_div_mul_left _ _ (two_ne_zero' ℝ), ← Real.sqrt_div (by positivity)]
    congr 1
    field_simp
  rw [e] at h
  refine h.congr' ?_
  filter_upwards [Ioo_mem_nhdsGT (zero_lt_one' ℝ)] with τ hτ
  have hs : Real.sqrt (Real.log (1 / τ)) ≠ 0 :=
    (Real.sqrt_pos.2 (Real.log_pos (one_lt_one_div hτ.1 hτ.2))).ne'
  exact div_div_div_cancel_right₀ hs _ _

end

end GaussianChainScreening
```

```lean
#print axioms GaussianChainScreening.tighter_threshold_cost
#print axioms GaussianChainScreening.diffuse_function_cost
```

```
'GaussianChainScreening.tighter_threshold_cost' depends on axioms: [propext, Classical.choice, Quot.sound]
'GaussianChainScreening.diffuse_function_cost' depends on axioms: [propext, Classical.choice, Quot.sound]
```

## From the Gaussian product to the limiting ratios

In `overlap_eq`, the auxiliary statement `key` evaluates the integral for an arbitrary displacement `S`. Its pointwise identity `h` is the completed square: the exponentials are combined and `ring` compares the exponents. `hshift` moves the midpoint to the origin by translation invariance, and `integral_gaussian` supplies the remaining integral. Using `key` at `R` and at 0 gives numerator and denominator, whose common square root cancels.

`significant_iff` takes the logarithm of the inequality. In one direction `Real.abs_le_sqrt` passes from a bound on \(R^2\) to one on \(|R|\); in the other, the `calc` block squares the bound on \(|R|\). Both use \(a>0\) to clear the denominator.

`partnerCount_eq` identifies the significant centres with the integer interval from \(-\lfloor r\rfloor\) to \(\lfloor r\rfloor\). For an integer \(k\), `Nat.le_floor_iff` replaces \(|k|\le r\) by \(|k|\le\lfloor r\rfloor\), and `omega` turns this into the two interval bounds. The interval's cardinality then gives the formula, and also shows that the set is finite.

`partnerCount_error` factors the radius into \(\sqrt{2/a}\,\sqrt{\ln(1/\tau)}\) and feeds the two floor inequalities to `linarith`.

In `partnerCount_asymptotics`, `hL` is the divergence of \(\sqrt{\ln(1/\tau)}\). The distance between the ratio and its limit is squeezed between zero and \(1/\sqrt{\ln(1/\tau)}\). The `filter_upwards` step restricts attention to \(0<\tau<1\), where the root is positive and division is legitimate.

For `tighter_threshold_cost`, `hpow` shows that \(\tau^p\) also tends to zero from above, so the main limit applies along it. The quotient of the two limits is 1, and the factor \(\sqrt p\) comes from the identity `e` for the logarithm of a power. `diffuse_function_cost` divides the main limits for `b` and `a` and cancels their common root.

## The same exponential in an integral program

An electronic-structure program can build a list of significant function pairs before it computes two-electron integrals. For s-type Gaussians with exponents \(a\) and \(b\), the product rule gives each pair the factor \(e^{-abR^2/(a+b)}\), and pairs whose factor is too small can be skipped. With \(b=a\) this is the \(e^{-aR^2/2}\) above, so in the one-dimensional, single-exponent chain the theorems give the length of each function's row in that list.

For your \(a=0.5\) and \(\tau=10^{-6}\), the radius is about 7.43, and the row keeps the centres from \(-7\) to \(7\). At \(10^{-12}\) the radius is about 10.51, and the row runs from \(-10\) to \(10\).
